# For a C2 rotation-invariant energy and antisymmetric W, the Hessian maps the displacement W rₖ to W gradₖ E

## Why does a rigid rotation change the forces at an unrelaxed geometry?

I treat the energy of a molecule as a function of the Cartesian positions of all its atoms, with the overall rotations left in. Turning the whole molecule costs no energy, so I expected the Hessian to give zero when I apply it to the displacement of an infinitesimal rigid rotation. At a relaxed geometry it does. At a geometry where forces remain on the atoms, I get a nonzero vector. Is my Hessian wrong, or is there a definite value that this vector should have?

## The residual is the rate at which the gradient turns with the molecule

The choice to settle first is what "rotation-invariant" and "smooth" should mean for this energy. I take invariance to hold for every configuration and every proper rotation about the origin, applied to all atoms together. Smoothness is required only at the configuration where the Hessian is taken. Reflections and translations play no part, so the energy may distinguish mirror images, and it may depend on the distance from the origin.

With these assumptions your nonzero vector is expected, and its value is fixed by the forces. A rotated molecule has rotated forces. The energy stays the same, but the Cartesian components of the gradient change, and the Hessian records that change to first order.

### From constant energy to the force constants

Let rₖ be the position of atom k in d dimensions, E the energy and gₖ = gradₖ E its gradient with respect to rₖ; the force on the atom is −gₖ. Let W be a real antisymmetric d × d matrix, Wᵀ = −W. In three dimensions W v = ω × v for some vector ω, so W rₖ is the velocity of atom k in a rigid rotation with angular velocity ω.

The matrix R(t) = exp(tW) is a proper rotation for every real t. First,

R(t)ᵀ R(t) = exp(−tW) exp(tW) = 1.

For the determinant, put Q = exp(tW/2). The same argument gives QᵀQ = 1, hence (det Q)² = 1. Since R(t) = Q², its determinant is (det Q)² = 1.

Invariance now says that E(R(t)r) = E(r) for all t. At t = 0 each atom moves with velocity W rₖ, so the chain rule gives

∑ₖ gₖ · W rₖ = 0.

In three dimensions this is ω · ∑ₖ rₖ × gₖ = 0 for every ω: the total torque about the origin vanishes. It holds at any configuration where E is differentiable, relaxed or not.

For the second derivatives, write g(k,a) for component a of gₖ, r(k,a) for component a of rₖ, and u(l,b) for component b of W rₗ. The force constants are

H(k,a; l,b) = ∂g(k,a)/∂r(l,b).

If E is C2 at r, it is differentiable throughout a neighbourhood of r, so the torque rule

∑ₗ ∑_b g(l,b) u(l,b) = 0

holds throughout that neighbourhood and may be differentiated with respect to r(k,a). The product rule gives two terms, because u also depends on the positions, with ∂u(k,b)/∂r(k,a) = W(b,a):

∑ₗ ∑_b [∂g(l,b)/∂r(k,a)] u(l,b) + ∑_b g(k,b) W(b,a) = 0.

Second derivatives are symmetric, so the bracket equals H(k,a; l,b). Antisymmetry gives W(b,a) = −W(a,b). Therefore

∑ₗ ∑_b H(k,a; l,b) u(l,b) = ∑_b W(a,b) g(k,b).

The right side is component a of W gₖ. This is the value that your vector should have. If all gradients vanish, so does the right side, and the Hessian annihilates the rotational displacement.

### The same statements in Lean

```lean
import Mathlib

open Matrix Topology
open scoped Matrix.Norms.Operator

namespace RotationalSumRules

noncomputable section

variable {ι : Type*} [Fintype ι] [DecidableEq ι] {d : ℕ}

/-- The matrix `R` acts simultaneously on the vectors attached to all atoms. -/
def rotate (R : Matrix (Fin d) (Fin d) ℝ) (r : ι → Fin d → ℝ) : ι → Fin d → ℝ :=
  fun k => R *ᵥ r k

/-- The energy is unchanged when all atoms are rotated together by a proper rotation. -/
def RotInvariant (E : (ι → Fin d → ℝ) → ℝ) : Prop :=
  ∀ R : Matrix (Fin d) (Fin d) ℝ, Rᵀ * R = 1 → R.det = 1 → ∀ r, E (rotate R r) = E r

/-- Unit displacement of atom `k` along the Cartesian axis `a`. -/
def unitDisp (k : ι) (a : Fin d) : ι → Fin d → ℝ := Pi.single k (Pi.single a 1)

/-- The energy gradient: component `a` of the derivative with respect to the position of
atom `k`. -/
def grad (E : (ι → Fin d → ℝ) → ℝ) (r : ι → Fin d → ℝ) : ι → Fin d → ℝ :=
  fun k a => fderiv ℝ E r (unitDisp k a)

/-- The force constant: derivative of the gradient component `(k, a)` with respect to
coordinate `b` of atom `l`. -/
def forceConst (E : (ι → Fin d → ℝ) → ℝ) (r : ι → Fin d → ℝ)
    (k : ι) (a : Fin d) (l : ι) (b : Fin d) : ℝ :=
  fderiv ℝ (fun x => grad E x k a) r (unitDisp l b)

/-- The Hessian, that is the matrix of force constants, applied to a displacement `u`. -/
def hessian (E : (ι → Fin d → ℝ) → ℝ) (r u : ι → Fin d → ℝ) : ι → Fin d → ℝ :=
  fun k a => ∑ l, ∑ b, forceConst E r k a l b * u l b


/-- A linear function of the displacements is the sum of its values on unit displacements,
weighted by the Cartesian components. -/
theorem apply_eq_sum (L : (ι → Fin d → ℝ) →L[ℝ] ℝ) (u : ι → Fin d → ℝ) :
    L u = ∑ k, ∑ a, L (unitDisp k a) * u k a := by
  have hu : u = ∑ k, ∑ a, u k a • unitDisp k a := by
    ext l b
    simp only [Finset.sum_apply, Pi.smul_apply, smul_eq_mul]
    rw [Finset.sum_eq_single l, Finset.sum_eq_single b]
    · simp [unitDisp]
    · intro a _ h
      simp [unitDisp, h.symm]
    · simp
    · intro k _ h
      simp [unitDisp, h.symm]
    · simp
  conv_lhs => rw [hu]
  simp only [map_sum, map_smul, smul_eq_mul, mul_comm]

/-- The exponential of an antisymmetric matrix is a proper rotation. -/
theorem exp_rotation {A : Matrix (Fin d) (Fin d) ℝ} (hA : Aᵀ = -A) :
    (NormedSpace.exp A)ᵀ * NormedSpace.exp A = 1 ∧ (NormedSpace.exp A).det = 1 := by
  have key : ∀ B : Matrix (Fin d) (Fin d) ℝ, Bᵀ = -B →
      (NormedSpace.exp B)ᵀ * NormedSpace.exp B = 1 := by
    intro B hB
    rw [← Matrix.exp_transpose, hB,
      ← Matrix.exp_add_of_commute _ _ (Commute.neg_left (Commute.refl B)),
      neg_add_cancel, NormedSpace.exp_zero]
  refine ⟨key A hA, ?_⟩
  -- the rotation is the square of the rotation by half the angle
  have hB : ((1 / 2 : ℝ) • A)ᵀ = -((1 / 2 : ℝ) • A) := by
    rw [Matrix.transpose_smul, hA, smul_neg]
  have h2 : (1 / 2 : ℝ) • A + (1 / 2 : ℝ) • A = A := by module
  have h := congrArg Matrix.det (key _ hB)
  rw [Matrix.det_mul, Matrix.det_transpose, Matrix.det_one] at h
  rw [← h2, Matrix.exp_add_of_commute _ _ (Commute.refl _), Matrix.det_mul, h]

omit [DecidableEq ι] in
/-- Along the path `exp (t W) r` the velocity of every atom is `W` applied to its current
position. -/
theorem hasDerivAt_rotate_exp (W : Matrix (Fin d) (Fin d) ℝ) (r : ι → Fin d → ℝ) (t : ℝ) :
    HasDerivAt (fun s : ℝ => rotate (NormedSpace.exp (s • W)) r)
      (rotate W (rotate (NormedSpace.exp (t • W)) r)) t := by
  let L : Matrix (Fin d) (Fin d) ℝ →ₗ[ℝ] (ι → Fin d → ℝ) :=
    { toFun := fun A => rotate A r
      map_add' := by
        intro A B
        ext k a
        simp [rotate, Matrix.mulVec, dotProduct, add_mul, Finset.sum_add_distrib]
      map_smul' := by
        intro c A
        ext k a
        simp [rotate, Matrix.mulVec, dotProduct, Finset.mul_sum, mul_assoc] }
  have h := L.toContinuousLinearMap.hasFDerivAt.comp_hasDerivAt t
    (hasDerivAt_exp_smul_const' W t)
  refine h.congr_deriv ?_
  change rotate (W * NormedSpace.exp (t • W)) r = _
  ext k a
  simp [rotate, Matrix.mulVec_mulVec]

/-- Torque sum rule: for a rotation-invariant energy, differentiable at `r`, and antisymmetric
`W`, the gradients satisfy `∑ₖ gradₖ E · W rₖ = 0`. -/
theorem torque_sum_rule {E : (ι → Fin d → ℝ) → ℝ} (hE : RotInvariant E)
    {r : ι → Fin d → ℝ} (hd : DifferentiableAt ℝ E r)
    {W : Matrix (Fin d) (Fin d) ℝ} (hW : Wᵀ = -W) :
    ∑ k, grad E r k ⬝ᵥ (W *ᵥ r k) = 0 := by
  have h0 : rotate (NormedSpace.exp ((0 : ℝ) • W)) r = r := by
    ext k a
    simp [rotate, NormedSpace.exp_zero]
  have hp := hasDerivAt_rotate_exp W r 0
  rw [h0] at hp
  have hd' : HasFDerivAt E (fderiv ℝ E r) (rotate (NormedSpace.exp ((0 : ℝ) • W)) r) := by
    rw [h0]
    exact hd.hasFDerivAt
  have hc := HasFDerivAt.comp_hasDerivAt
    (f := fun s : ℝ => rotate (NormedSpace.exp (s • W)) r) (0 : ℝ) hd' hp
  -- the energy is constant along the rotation path
  have hconst : (E ∘ fun s : ℝ => rotate (NormedSpace.exp (s • W)) r) = fun _ => E r := by
    funext s
    have hs : (s • W)ᵀ = -(s • W) := by rw [Matrix.transpose_smul, hW, smul_neg]
    exact hE _ (exp_rotation hs).1 (exp_rotation hs).2 r
  rw [hconst] at hc
  have hz := hc.unique (hasDerivAt_const (0 : ℝ) (E r))
  rw [apply_eq_sum] at hz
  exact hz

/-- Rotational sum rule for the force constants: for a rotation-invariant energy, C2 at `r`, and
antisymmetric `W`, the Hessian maps the displacement `W rₖ` to `W gradₖ E`. -/
theorem hessian_rotation {E : (ι → Fin d → ℝ) → ℝ} (hE : RotInvariant E)
    {r : ι → Fin d → ℝ} (hC : ContDiffAt ℝ 2 E r)
    {W : Matrix (Fin d) (Fin d) ℝ} (hW : Wᵀ = -W) :
    hessian E r (rotate W r) = rotate W (grad E r) := by
  have hev : ∀ᶠ x in 𝓝 r, DifferentiableAt ℝ E x :=
    (hC.eventually (by simp)).mono fun x hx => hx.differentiableAt (by norm_num)
  have hD : DifferentiableAt ℝ (fderiv ℝ E) r :=
    (hC.fderiv_right (m := 1) one_add_one_eq_two.le).differentiableAt (by norm_num)
  have hsym := second_derivative_symmetric_of_eventually
    (hev.mono fun x hx => hx.hasFDerivAt) hD.hasFDerivAt
  let T : (ι → Fin d → ℝ) →ₗ[ℝ] (ι → Fin d → ℝ) :=
    { toFun := rotate W
      map_add' := fun u v => funext fun k => Matrix.mulVec_add W (u k) (v k)
      map_smul' := fun c u => funext fun k => Matrix.mulVec_smul W c (u k) }
  let TL : (ι → Fin d → ℝ) →L[ℝ] (ι → Fin d → ℝ) := LinearMap.toContinuousLinearMap T
  -- differentiate the torque sum rule with respect to the configuration
  have hg := hD.hasFDerivAt.clm_apply (TL.hasFDerivAt (x := r))
  have hz : HasFDerivAt (fun x : ι → Fin d → ℝ => fderiv ℝ E x (TL x))
      (0 : (ι → Fin d → ℝ) →L[ℝ] ℝ) r := by
    refine (hasFDerivAt_const (0 : ℝ) r).congr_of_eventuallyEq (hev.mono fun x hx => ?_)
    change fderiv ℝ E x (rotate W x) = 0
    rw [apply_eq_sum]
    exact torque_sum_rule hE hx hW
  have h : ∀ v, fderiv ℝ E r (rotate W v) + fderiv ℝ (fderiv ℝ E) r v (rotate W r) = 0 :=
    fun v => DFunLike.congr_fun (hg.unique hz) v
  ext k a
  have hA : hessian E r (rotate W r) k a
      = fderiv ℝ (fderiv ℝ E) r (rotate W r) (unitDisp k a) := by
    have hf : HasFDerivAt (fun x => grad E x k a)
        ((fderiv ℝ (fderiv ℝ E) r).flip (unitDisp k a)) r :=
      (ContinuousLinearMap.apply ℝ ℝ (unitDisp k a)).hasFDerivAt.comp r hD.hasFDerivAt
    simp only [hessian, forceConst, hf.fderiv]
    exact (apply_eq_sum ((fderiv ℝ (fderiv ℝ E) r).flip (unitDisp k a)) (rotate W r)).symm
  -- antisymmetry moves `W` from the displacement to the gradient
  have hcol : fderiv ℝ E r (rotate W (unitDisp k a)) = -(rotate W (grad E r) k a) := by
    rw [apply_eq_sum, Finset.sum_eq_single k]
    · change ∑ b, grad E r k b * rotate W (unitDisp k a) k b = -∑ b, W a b * grad E r k b
      rw [← Finset.sum_neg_distrib]
      refine Finset.sum_congr rfl fun b _ => ?_
      have h1 : rotate W (unitDisp k a) k b = W b a := by simp [rotate, unitDisp]
      have h2 : W b a = -W a b := congrFun (congrFun hW a) b
      rw [h1, h2]
      ring
    · intro l _ hl
      have h0 : unitDisp k a l = 0 := by simp [unitDisp, hl]
      simp [rotate, h0]
    · simp
  linarith [hsym (rotate W r) (unitDisp k a), h (unitDisp k a)]


/-- At an equilibrium configuration of a rotation-invariant energy, C2 there, the Hessian
annihilates the displacement `W rₖ` for every antisymmetric `W`. -/
theorem hessian_rotation_equilibrium {E : (ι → Fin d → ℝ) → ℝ} (hE : RotInvariant E)
    {r : ι → Fin d → ℝ} (hC : ContDiffAt ℝ 2 E r) (heq : grad E r = 0)
    {W : Matrix (Fin d) (Fin d) ℝ} (hW : Wᵀ = -W) :
    hessian E r (rotate W r) = 0 := by
  rw [hessian_rotation hE hC hW, heq]
  ext k a
  simp [rotate]


end

end RotationalSumRules
```

```lean
#print axioms RotationalSumRules.hessian_rotation
-- 'RotationalSumRules.hessian_rotation' depends on axioms: [propext, Classical.choice, Quot.sound]
#print axioms RotationalSumRules.hessian_rotation_equilibrium
-- 'RotationalSumRules.hessian_rotation_equilibrium' depends on axioms: [propext, Classical.choice, Quot.sound]
```

### What the definitions and hypotheses say

The atoms are labelled by a finite type `ι`, and a configuration is a function `ι → Fin d → ℝ`, which gives each atom d real coordinates. The energy `E` is a real function on all configurations. Nothing is assumed about its form: it need not be a sum of pair terms, and atoms with different labels may be of different species.

`RotInvariant E` expresses the invariance chosen above, with a rotation given as a real matrix satisfying `Rᵀ * R = 1` and `R.det = 1`. An energy that diverges when two atoms coincide is admitted. It needs some value at such configurations, and a common constant there respects the invariance, because a rotation never separates coinciding atoms.

Two names differ from common use. `rotate R r` multiplies every position by the matrix `R`, whatever that matrix is. For a rotation matrix the result is a rotated molecule, but `rotate W r` with antisymmetric `W` is the displacement field W rₖ, and `rotate W (grad E r)` is the field W gₖ. Also, `hessian E r u` is the result of applying the Hessian to a displacement `u`; the matrix itself is `forceConst`.

`grad` and `forceConst` are built from derivatives along `unitDisp k a`, which moves atom k by one unit along axis a. They are ordinary Cartesian derivatives, without mass weighting.

There are three main statements, all for a rotation-invariant `E` and an antisymmetric `W`:

- `torque_sum_rule` assumes that `E` is differentiable at `r`, and concludes that the sum of gₖ · W rₖ over the atoms is zero.
- `hessian_rotation` assumes `ContDiffAt ℝ 2 E r`, which is the C2 condition at `r`, and concludes that the Hessian maps W rₖ to W gₖ.
- `hessian_rotation_equilibrium` adds `grad E r = 0` and concludes that the result is zero. The condition says that no atom feels a force. It holds at saddle points as well as at minima.

The theorems do not count zero modes. For a linear molecule in three dimensions, lying on an axis through the origin, the rotation about that axis gives W rₖ = 0 for every atom. The equilibrium statement for that W is then trivial, whereas `hessian_rotation` still says that W gₖ = 0: every force lies along the axis. In one dimension the only antisymmetric W is zero.

For a finite molecule or cluster, the identity bears on vibrational analysis in electronic structure: it gives the value that the Cartesian Hessian of a rotation-invariant energy surface must return for a rigid rotation, also at unrelaxed geometries. Periodic crystals, with infinitely many atoms, fall outside this setting.

The step left to you is from `E` to the energy that your program evaluates. An integration grid fixed in space or an external field can break the invariance, and a Hessian from finite differences only approximates the derivatives used here. A mismatch between your vector and W gₖ can come from any of these, as well as from a wrong Hessian.

### How the Lean proof carries out the calculation

`apply_eq_sum` expands a linear function of the displacements in Cartesian components. It turns an abstract derivative, applied to a displacement, into the double sum over atoms and axes used above.

`exp_rotation` shows that the exponential of an antisymmetric matrix is a proper rotation. The auxiliary statement `key` proves orthogonality from exp(−B) exp(B) = 1. It is then applied to half the matrix to obtain the determinant, as in the argument with Q.

`hasDerivAt_rotate_exp` gives the velocity along the path exp(tW)r. For fixed `r`, the map from a matrix `A` to `rotate A r` is linear, so it can be composed with the known derivative of the matrix exponential.

In `torque_sum_rule`, the chain rule supplies one expression for the derivative of the energy along this path at t = 0. The step `hconst` uses invariance to show that the energy is constant along the path, which supplies the value zero. Derivatives are unique, so the two agree, and `apply_eq_sum` writes the result as the sum over atoms.

`hessian_rotation` differentiates that rule once more:

1. `hev` records that `E` is differentiable near `r`, and `hD` that its first derivative is differentiable at `r`. Together they give `hsym`, the symmetry of the second derivative.
2. `hg` is the product rule for the derivative of E at x applied to W x, where x is a variable configuration. `hz` says that this expression has derivative zero at `r`, because the torque rule makes it vanish at every x near `r`.
3. Comparing the two gives `h`. With DE and D²E for the first and second derivatives at r, it reads, for every displacement v,

   DE(W v) + D²E(v, W r) = 0.

4. For v equal to the unit displacement of atom k along axis a, `hA` identifies D²E(W r, v) with component (k,a) of the Hessian applied to W r. `hcol` shows that DE(W v) is minus component a of W gₖ; this is where the antisymmetry of W changes the sign.
5. The closing `linarith` combines these relations with the symmetry `hsym`.

`hessian_rotation_equilibrium` then substitutes a vanishing gradient into the right side.
